# Binomial photon counts behind a lossless beam splitter with $n$ photons in one input port and vacuum in the other

## Two photons and a missing quarter

Send two photons in the same mode into one port of a balanced beam splitter, with nothing entering the other port. Let $b_1$ and $b_2$ create a photon in output ports 1 and 2, and let $v$ be the vacuum. Choose the phases of the output modes so that a single photon has amplitude $1/\sqrt2$ in each port. The output state is then

$$\frac{1}{\sqrt{2}}\left(\frac{b_1+b_2}{\sqrt2}\right)^2 v=\frac{1}{2\sqrt2}\left(b_1^2+2\,b_1b_2+b_2^2\right)v .$$

If the coefficients are read as probability amplitudes, their squares are $1/8$, $1/2$ and $1/8$. They add up to $3/4$, and a quarter of the probability is missing. The reason is that $b_1^2v$ and $b_2^2v$ are not unit vectors: each has squared norm 2. With the norms included, the probabilities are $1/4$, $1/2$ and $1/4$, as for two independent tosses of a fair coin. The same bookkeeping for $n$ photons and any splitting ratio gives the binomial distribution.

## The output state

A photon that enters the occupied port leaves through port 1 with complex amplitude $t$ and through port 2 with complex amplitude $r$. Its creation operator after the device is

$$B=t\,b_1+r\,b_2 ,$$

and $n$ such photons, all in the same input mode, are in the state $B^nv/\sqrt{n!}$. The condition $|t|^2+|r|^2=1$ says that a single photon entering this port leaves through one of the two output ports with total probability one.

The letter $b$ needs care. Many textbooks use it for the annihilation operators of the output modes. Here $a_j$ annihilates a photon in output port $j$, and $b_j=a_j^\dagger$ creates one.

## Amplitude, probabilities and their sum

For $k\le n$ and any complex $t,r$, the theorem `amplitude` states

$$\langle b_1^k b_2^{n-k}v,\;B^nv\rangle=n!\,t^k r^{n-k}.$$

Both vectors are unnormalised. The definitions `numberState` and `outputState` divide by $\sqrt{k!\,m!}$ and $\sqrt{n!}$, where $m$ is the number of photons in port 2. For the normalised number state with $m=n-k$, `binomial_statistics` gives the squared overlap

$$P(k)=\binom nk |t|^{2k}|r|^{2(n-k)} .$$

`norm_numberState` says that every number state is a unit vector. Under $|t|^2+|r|^2=1$, `norm_outputState` says the same of the output state, and `total_probability` says that $P(0)+\dots+P(n)=1$. The formula for $P(k)$ itself holds for all $t,r$, but it is read as a probability when the output state has norm one.

These formulas bear on the simulation of linear optics and on models of detector loss, for non-interacting photons that enter through a single port and occupy two output modes.

## What the structure `TwoModes` assumes

The space `V` is a complex inner-product space. It cannot be complete: on a complete space the relation `adj₁`, holding for all vectors, would make $b_1$ bounded, whereas the relations below give $\|b_1^{n+1}v\|^2=(n+1)\|b_1^nv\|^2$. One may think of the finite linear combinations of number states, on which the unbounded ladder operators are defined everywhere. They appear as linear maps `a₁`, `a₂`, `b₁`, `b₂` from `V` to itself.

- `adj₁` and `adj₂` say that $\langle b_jx,y\rangle=\langle x,a_jy\rangle$. The inner product is conjugate-linear in its first argument.
- The four `ccr` fields say that $[a_i,b_j]=\delta_{ij}$, written as equations between vectors.
- `vac` is the vacuum $v$. It has norm one and is annihilated by both $a_j$.

The relation $[b_1,b_2]=0$ is true for photons but is not needed, so it is not a field. The number state therefore has a fixed order, with the powers of $b_2$ acting first.

The theorems apply to every space that carries this structure; no concrete Fock space is built in the file. The step left to physics is the passage from the device to $B$: the output state is defined through $t$ and $r$, and is not obtained from a unitary evolution of the input state.

## The derivation by lowering

**One rule for all cases.** Let $[A,C]=c$ with a number $c$, and let $Ax=0$. Then

$$A\,C^{n+1}x=(n+1)\,c\,C^nx .$$

For $n=0$, $ACx=CAx+cx=cx$. If the rule holds for $n$, then

$$A\,C^{n+2}x=C\,(A\,C^{n+1}x)+c\,C^{n+1}x=(n+1)c\,C^{n+1}x+c\,C^{n+1}x=(n+2)c\,C^{n+1}x .$$

**Lowering the output state.** The canonical relations give $[a_1,B]=t$ and $[a_2,B]=r$. Since $a_jv=0$,

$$a_1B^{n+1}v=(n+1)t\,B^nv,\qquad a_2B^{n+1}v=(n+1)r\,B^nv .$$

**The amplitude.** First leave port 1 empty. Moving one $b_2$ across the inner product gives

$$\langle b_2^{m+1}v,B^{m+1}v\rangle=\langle b_2^mv,a_2B^{m+1}v\rangle=(m+1)r\,\langle b_2^mv,B^mv\rangle .$$

The value at $m=0$ is $\langle v,v\rangle=1$, so $\langle b_2^mv,B^mv\rangle=m!\,r^m$. Moving one $b_1$ across gives in the same way

$$\langle b_1^{k+1}b_2^mv,B^{k+1+m}v\rangle=(k+m+1)\,t\,\langle b_1^kb_2^mv,B^{k+m}v\rangle .$$

Induction on $k$ yields $(k+m)!\,t^kr^m$, and $m=n-k$ gives the stated amplitude.

**The norms.** The lowering rule for $a_2$ and $b_2$ gives $\|b_2^{m+1}v\|^2=(m+1)\|b_2^mv\|^2$, hence $\|b_2^mv\|^2=m!$. Since $a_1$ commutes with $b_2$, it annihilates $b_2^mv$. The rule therefore applies again with $x=b_2^mv$, and $\|b_1^kb_2^mv\|^2=k!\,m!$. For the output state,

$$\|B^{n+1}v\|^2=\bar t\,\langle B^nv,a_1B^{n+1}v\rangle+\bar r\,\langle B^nv,a_2B^{n+1}v\rangle=(n+1)(|t|^2+|r|^2)\|B^nv\|^2 .$$

With $|t|^2+|r|^2=1$ this gives $\|B^nv\|^2=n!$.

**The probabilities.** The normalised amplitude is

$$\frac{n!\,t^kr^{n-k}}{\sqrt{k!\,(n-k)!}\,\sqrt{n!}}=\sqrt{\binom nk}\;t^kr^{n-k}.$$

Its squared modulus is $P(k)$. By the binomial theorem, the sum over $k$ is $(|t|^2+|r|^2)^n=1$.

## When the two ports share one mode

Suppose that the cross relations `ccr₁₂` and `ccr₂₁` are removed and all other fields are kept. A single boson mode, used twice with $a_1=a_2=a$ and $b_1=b_2=a^\dagger$, then satisfies what remains. For $n=k=1$ the inner product is

$$\langle a^\dagger v,(t+r)a^\dagger v\rangle=t+r ,$$

whereas the amplitude formula would give $t$. The two differ whenever $r\ne0$, so the remaining fields alone do not imply the formula.

## The Lean development

```lean
import Mathlib

open scoped InnerProductSpace ComplexConjugate

namespace BeamSplitterStatistics

noncomputable section

variable {V : Type*} [NormedAddCommGroup V] [InnerProductSpace ℂ V]

/-- Two boson modes on a complex inner-product space: annihilators `a₁, a₂`, their adjoints
`b₁, b₂`, the relations `[a_i, b_j] = δ_ij`, and a unit vacuum killed by both annihilators. -/
structure TwoModes (V : Type*) [NormedAddCommGroup V] [InnerProductSpace ℂ V] where
  a₁ : V →ₗ[ℂ] V
  a₂ : V →ₗ[ℂ] V
  b₁ : V →ₗ[ℂ] V
  b₂ : V →ₗ[ℂ] V
  vac : V
  adj₁ : ∀ x y, ⟪b₁ x, y⟫_ℂ = ⟪x, a₁ y⟫_ℂ
  adj₂ : ∀ x y, ⟪b₂ x, y⟫_ℂ = ⟪x, a₂ y⟫_ℂ
  ccr₁₁ : ∀ x, a₁ (b₁ x) = b₁ (a₁ x) + x
  ccr₂₂ : ∀ x, a₂ (b₂ x) = b₂ (a₂ x) + x
  ccr₁₂ : ∀ x, a₁ (b₂ x) = b₂ (a₁ x)
  ccr₂₁ : ∀ x, a₂ (b₁ x) = b₁ (a₂ x)
  vac₁ : a₁ vac = 0
  vac₂ : a₂ vac = 0
  norm_vac : ‖vac‖ = 1

-- Remark: a concrete Fock space carrying this structure is not constructed in this file.

/-- Applying an operator `n + 1` times is applying it `n` times and then once more. -/
private theorem pow_succ_apply (B : V →ₗ[ℂ] V) (n : ℕ) (x : V) :
    (B ^ (n + 1)) x = B ((B ^ n) x) := by
  rw [pow_succ', Module.End.mul_apply]

/-- If `[A, B] = c` and `A` annihilates `x`, then `A` removes one factor `B` from
`B^(n+1) x` and leaves the factor `(n+1) c`. -/
theorem lower_pow (A B : V →ₗ[ℂ] V) (c : ℂ) (x : V)
    (h : ∀ y, A (B y) = B (A y) + c • y) (hx : A x = 0) (n : ℕ) :
    A ((B ^ (n + 1)) x) = (((n : ℂ) + 1) * c) • (B ^ n) x := by
  induction n with
  | zero => simp [h, hx]
  | succ n ih =>
    rw [pow_succ_apply B (n + 1) x, h, ih, map_smul, ← pow_succ_apply B n x]
    push_cast
    module

/-- A vector with squared norm `c > 0` becomes a unit vector when divided by `√c`. -/
private theorem norm_normalised (x : V) (c : ℝ) (hc : 0 < c) (h : ⟪x, x⟫_ℂ = (c : ℂ)) :
    ‖(((√c)⁻¹ : ℝ) : ℂ) • x‖ = 1 := by
  have h2 : c = ‖x‖ ^ 2 := by
    have h3 := inner_self_eq_norm_sq (𝕜 := ℂ) x
    rw [h] at h3
    simpa using h3
  have h0 : ‖x‖ ≠ 0 := by
    intro h0
    rw [h2, h0] at hc
    simp at hc
  rw [norm_smul, Complex.norm_real, norm_inv, Real.norm_of_nonneg (Real.sqrt_nonneg _), h2,
    Real.sqrt_sq (norm_nonneg _)]
  exact inv_mul_cancel₀ h0

namespace TwoModes

variable (M : TwoModes V)

/-- The creation operator `t b₁ + r b₂` of a photon that leaves the beam splitter with
amplitude `t` in port 1 and `r` in port 2. -/
def beam (t r : ℂ) : V →ₗ[ℂ] V := t • M.b₁ + r • M.b₂

/-- The number state with `k` photons in port 1 and `m` in port 2,
`b₁^k b₂^m v / √(k! m!)`. -/
def numberState (k m : ℕ) : V :=
  (((√((k.factorial : ℝ) * (m.factorial : ℝ)))⁻¹ : ℝ) : ℂ) • (M.b₁ ^ k) ((M.b₂ ^ m) M.vac)

/-- The output state for `n` photons sent into one port, `(t b₁ + r b₂)^n v / √(n!)`. -/
def outputState (t r : ℂ) (n : ℕ) : V :=
  (((√(n.factorial : ℝ))⁻¹ : ℝ) : ℂ) • (M.beam t r ^ n) M.vac

/-- Removing a photon in port 1 from `(t b₁ + r b₂)^(n+1) v` gives
`(n+1) t (t b₁ + r b₂)^n v`. -/
theorem lower₁ (t r : ℂ) (n : ℕ) : M.a₁ ((M.beam t r ^ (n + 1)) M.vac)
    = (((n : ℂ) + 1) * t) • (M.beam t r ^ n) M.vac := by
  refine lower_pow _ _ t _ (fun y => ?_) M.vac₁ n
  simp only [beam, LinearMap.add_apply, LinearMap.smul_apply, map_add, map_smul,
    M.ccr₁₁, M.ccr₁₂]
  module

/-- Removing a photon in port 2 from `(t b₁ + r b₂)^(n+1) v` gives
`(n+1) r (t b₁ + r b₂)^n v`. -/
theorem lower₂ (t r : ℂ) (n : ℕ) : M.a₂ ((M.beam t r ^ (n + 1)) M.vac)
    = (((n : ℂ) + 1) * r) • (M.beam t r ^ n) M.vac := by
  refine lower_pow _ _ r _ (fun y => ?_) M.vac₂ n
  simp only [beam, LinearMap.add_apply, LinearMap.smul_apply, map_add, map_smul,
    M.ccr₂₂, M.ccr₂₁]
  module

/-- For `k ≤ n`, the inner product of `b₁^k b₂^(n-k) v` with `(t b₁ + r b₂)^n v` is
`n! t^k r^(n-k)`. -/
theorem amplitude (t r : ℂ) {k n : ℕ} (hk : k ≤ n) :
    ⟪(M.b₁ ^ k) ((M.b₂ ^ (n - k)) M.vac), (M.beam t r ^ n) M.vac⟫_ℂ
      = (n.factorial : ℂ) * t ^ k * r ^ (n - k) := by
  -- only port 2 is occupied: move the `b₂` across one at a time
  have h2 : ∀ m : ℕ, ⟪(M.b₂ ^ m) M.vac, (M.beam t r ^ m) M.vac⟫_ℂ
      = (m.factorial : ℂ) * r ^ m := by
    intro m
    induction m with
    | zero => simp [M.norm_vac]
    | succ m ih =>
      rw [pow_succ_apply M.b₂, M.adj₂, M.lower₂, inner_smul_right, ih, Nat.factorial_succ]
      push_cast
      ring
  -- then move the `b₁` across in the same way
  have h1 : ∀ k m : ℕ, ⟪(M.b₁ ^ k) ((M.b₂ ^ m) M.vac), (M.beam t r ^ (k + m)) M.vac⟫_ℂ
      = ((k + m).factorial : ℂ) * t ^ k * r ^ m := by
    intro k m
    induction k with
    | zero => simpa using h2 m
    | succ k ih =>
      rw [show k + 1 + m = (k + m) + 1 by omega, pow_succ_apply M.b₁, M.adj₁, M.lower₁,
        inner_smul_right, ih, Nat.factorial_succ]
      push_cast
      ring
  have h := h1 k (n - k)
  rwa [Nat.add_sub_of_le hk] at h

/-- The number states are unit vectors. -/
theorem norm_numberState (k m : ℕ) : ‖M.numberState k m‖ = 1 := by
  have h0 : M.a₁ ((M.b₂ ^ m) M.vac) = 0 := by
    induction m with
    | zero => simpa using M.vac₁
    | succ m ih => rw [pow_succ_apply, M.ccr₁₂, ih, map_zero]
  have h2 : ⟪(M.b₂ ^ m) M.vac, (M.b₂ ^ m) M.vac⟫_ℂ = (m.factorial : ℂ) := by
    clear h0
    induction m with
    | zero => simp [M.norm_vac]
    | succ m ih =>
      have e := M.adj₂ ((M.b₂ ^ m) M.vac) ((M.b₂ ^ (m + 1)) M.vac)
      rw [← pow_succ_apply M.b₂ m M.vac, lower_pow M.a₂ M.b₂ 1 M.vac
        (fun y => by rw [M.ccr₂₂, one_smul]) M.vac₂ m, inner_smul_right, ih] at e
      rw [e, Nat.factorial_succ]
      push_cast
      ring
  refine norm_normalised _ _ (by positivity) ?_
  push_cast
  induction k with
  | zero => simpa using h2
  | succ k ih =>
    have e := M.adj₁ ((M.b₁ ^ k) ((M.b₂ ^ m) M.vac)) ((M.b₁ ^ (k + 1)) ((M.b₂ ^ m) M.vac))
    rw [← pow_succ_apply M.b₁ k, lower_pow M.a₁ M.b₁ 1 _
      (fun y => by rw [M.ccr₁₁, one_smul]) h0 k, inner_smul_right, ih] at e
    rw [e, Nat.factorial_succ]
    push_cast
    ring

/-- If `|t|² + |r|² = 1`, the output state is a unit vector. -/
theorem norm_outputState (t r : ℂ) (h : ‖t‖ ^ 2 + ‖r‖ ^ 2 = 1) (n : ℕ) :
    ‖M.outputState t r n‖ = 1 := by
  have hc : conj t * t + conj r * r = 1 := by
    rw [Complex.conj_mul', Complex.conj_mul']
    exact_mod_cast h
  refine norm_normalised _ _ (by positivity) ?_
  push_cast
  induction n with
  | zero => simp [M.norm_vac]
  | succ n ih =>
    have e : ∀ x y, ⟪M.beam t r x, y⟫_ℂ
        = conj t * ⟪x, M.a₁ y⟫_ℂ + conj r * ⟪x, M.a₂ y⟫_ℂ := by
      intro x y
      simp only [beam, LinearMap.add_apply, LinearMap.smul_apply, inner_add_left,
        inner_smul_left, M.adj₁, M.adj₂]
    have e' := e ((M.beam t r ^ n) M.vac) ((M.beam t r ^ (n + 1)) M.vac)
    rw [← pow_succ_apply (M.beam t r) n M.vac, M.lower₁, M.lower₂] at e'
    simp only [inner_smul_right, ih] at e'
    rw [e', Nat.factorial_succ]
    push_cast
    linear_combination (((n : ℂ) + 1) * (n.factorial : ℂ)) * hc

/-- For `k ≤ n`, the squared overlap of the output state with the state of `k` photons in
port 1 and `n - k` in port 2 is `C(n,k) |t|^(2k) |r|^(2(n-k))`. -/
theorem binomial_statistics (t r : ℂ) {k n : ℕ} (hk : k ≤ n) :
    ‖⟪M.numberState k (n - k), M.outputState t r n⟫_ℂ‖ ^ 2
      = (n.choose k : ℝ) * (‖t‖ ^ 2) ^ k * (‖r‖ ^ 2) ^ (n - k) := by
  have s₁ : √((k.factorial : ℝ) * ((n - k).factorial : ℝ)) ^ 2
      = (k.factorial : ℝ) * ((n - k).factorial : ℝ) := Real.sq_sqrt (by positivity)
  have s₂ : √(n.factorial : ℝ) ^ 2 = (n.factorial : ℝ) := Real.sq_sqrt (by positivity)
  have f : (n.choose k : ℝ) * (k.factorial : ℝ) * ((n - k).factorial : ℝ)
      = (n.factorial : ℝ) := by
    exact_mod_cast Nat.choose_mul_factorial_mul_factorial hk
  -- the factorials combine to the binomial coefficient
  have q : ((k.factorial : ℝ) * ((n - k).factorial : ℝ))⁻¹
      * ((n.factorial : ℝ)⁻¹ * (n.factorial : ℝ) ^ 2) = (n.choose k : ℝ) := by
    have hn : (n.factorial : ℝ) ≠ 0 := by positivity
    have hd : (k.factorial : ℝ) * ((n - k).factorial : ℝ) ≠ 0 := by positivity
    rw [pow_two, inv_mul_cancel_left₀ hn, ← f, mul_assoc, mul_comm (n.choose k : ℝ),
      inv_mul_cancel_left₀ hd]
  rw [numberState, outputState, inner_smul_left, inner_smul_right, M.amplitude t r hk,
    Complex.conj_ofReal]
  simp only [norm_mul, norm_pow, Complex.norm_real, Complex.norm_natCast, norm_inv, mul_pow,
    inv_pow, Real.norm_eq_abs, sq_abs]
  rw [s₁, s₂]
  linear_combination ((‖t‖ ^ 2) ^ k * (‖r‖ ^ 2) ^ (n - k)) * q

/-- If `|t|² + |r|² = 1`, the probabilities of finding `k = 0, …, n` photons in port 1 and
the remaining `n - k` in port 2 add up to one. -/
theorem total_probability (t r : ℂ) (h : ‖t‖ ^ 2 + ‖r‖ ^ 2 = 1) (n : ℕ) :
    ∑ k ∈ Finset.range (n + 1),
      ‖⟪M.numberState k (n - k), M.outputState t r n⟫_ℂ‖ ^ 2 = 1 := by
  have e := add_pow (‖t‖ ^ 2) (‖r‖ ^ 2) n
  rw [h, one_pow] at e
  rw [e]
  refine Finset.sum_congr rfl (fun k hk => ?_)
  rw [M.binomial_statistics t r (Nat.lt_succ_iff.mp (Finset.mem_range.mp hk))]
  ring

end TwoModes

end

end BeamSplitterStatistics
```

```lean
#print axioms BeamSplitterStatistics.TwoModes.norm_numberState
-- 'BeamSplitterStatistics.TwoModes.norm_numberState' depends on axioms: [propext, Classical.choice, Quot.sound]
#print axioms BeamSplitterStatistics.TwoModes.norm_outputState
-- 'BeamSplitterStatistics.TwoModes.norm_outputState' depends on axioms: [propext, Classical.choice, Quot.sound]
#print axioms BeamSplitterStatistics.TwoModes.binomial_statistics
-- 'BeamSplitterStatistics.TwoModes.binomial_statistics' depends on axioms: [propext, Classical.choice, Quot.sound]
#print axioms BeamSplitterStatistics.TwoModes.total_probability
-- 'BeamSplitterStatistics.TwoModes.total_probability' depends on axioms: [propext, Classical.choice, Quot.sound]
```

## From the lowering rule to the binomial sum in Lean

`lower_pow` is the lowering rule, with the operator called $C$ above named `B`. Its induction step follows the calculation given there: the rewrite with `h` commutes `A` past one factor, `ih` inserts the previous case, and `module` adds the two multiples of the same vector. The helper `pow_succ_apply` splits off that factor.

`lower₁` and `lower₂` apply this rule to `beam t r`, which is the operator $B$ of the text. What they must supply is the commutator, and the `simp only` call computes it from the canonical relations.

In `amplitude`, the inner statement `h2` treats the case of an empty port 1, and `h1` adds the photons in port 1. Each inductive step uses an adjoint relation, then a lowering theorem, then `ih`. The statement `h1` is written with `k + m` photons, which keeps subtraction of natural numbers out of the induction. The hypothesis `hk` enters at the end, where $k+(n-k)$ is replaced by $n$.

`norm_normalised` shows that a vector with squared norm $c>0$ becomes a unit vector after division by $\sqrt c$. This reduces both norm theorems to a squared norm. In `norm_numberState`, `h0` says that $a_1$ annihilates $b_2^mv$, `h2` gives the factor $m!$, and the last induction gives $k!$. In `norm_outputState`, `e` moves the whole operator $B$ across the inner product, which produces $\bar t$ and $\bar r$. The condition on $t$ and $r$ is used in the form `hc`, $\bar tt+\bar rr=1$, and the final `linear_combination` inserts it.

`binomial_statistics` takes the amplitude and squares the normalisation factors. The statement `q` is the arithmetic that remains,

$$\frac{1}{k!\,(n-k)!}\cdot\frac{(n!)^2}{n!}=\binom nk ,$$

and it rests on `f`, the factorial formula for the binomial coefficient.

`total_probability` expands $(|t|^2+|r|^2)^n$ with `add_pow`, replaces the left side by one, and matches the two sums term by term through `binomial_statistics`. The range `Finset.range (n + 1)` consists of $k=0,\dots,n$, so the condition $k\le n$ holds for each term. For $n=0$ the sum has one term, the vacuum probability, which equals one.
